# A coherence entry of the Redfield dissipator for a qubit coupled through σx + σz

The theorem concerns a qubit whose levels 0 and 1 have energies `w` and 0, coupled to a bath through A = σx + σz, with an arbitrary real function `G` as the bath spectrum. For the normalised state with all population in level 0, it states that the (0, 1) entry of the nonsecular Redfield dissipator is 2`G w`, which is nonzero whenever `G w` is. The dissipator is −[A, Lρ − ρL†], where L has entries L_mn = G(E_n − E_m) A_mn. The attempt tries to unfold the definitions and expand the 2×2 products with a single `simp`, leaving the remaining algebra to `ring`.

The first attempt, which Lean rejects:

```lean
import Mathlib

open Matrix

namespace RedfieldGibbs

noncomputable section

variable {n : Type*} [Fintype n] [DecidableEq n]

/-- The coupling operator `A` weighted by the bath spectrum at each Bohr frequency:
`L_mn = G(E_n - E_m) A_mn`. -/
def dressed (G : ℝ → ℝ) (E : n → ℝ) (A : Matrix n n ℂ) : Matrix n n ℂ :=
  Matrix.of fun i j => (G (E j - E i) : ℂ) * A i j

/-- The inner part `L ρ - ρ L†` of the Redfield dissipator. -/
def inner (G : ℝ → ℝ) (E : n → ℝ) (A ρ : Matrix n n ℂ) : Matrix n n ℂ :=
  dressed G E A * ρ - ρ * (dressed G E A)ᴴ

/-- The nonsecular Redfield dissipator `-[A, L ρ - ρ L†]` for a real bath spectrum `G`. -/
def dissipator (G : ℝ → ℝ) (E : n → ℝ) (A ρ : Matrix n n ℂ) : Matrix n n ℂ :=
  -(A * inner G E A ρ - inner G E A ρ * A)

/-- For a qubit with level energies `w` and `0` and coupling `σx + σz`, the dissipator acting on the
state with all population in the first level has `(0, 1)` entry `2 G(w)`. -/
theorem qubit_population_to_coherence (G : ℝ → ℝ) (w : ℝ) :
    dissipator G ![w, 0] !![1, 1; 1, -1] !![1, 0; 0, 0] 0 1 = 2 * (G w : ℂ) := by
  simp [dissipator, inner, dressed, Matrix.mul_apply, Fin.sum_univ_two] <;> ring

end

end RedfieldGibbs
```

Messages:

```
Try this:
  [apply] ring_nf
  
  The `ring` tactic failed to close the goal. Use `ring_nf` to obtain a normal form.
    
  Note that `ring` works primarily in *commutative* rings. If you have a noncommutative ring, abelian group or module, consider using `noncomm_ring`, `abel` or `module` instead.
Main.lean:27:79: error: unsolved goals
G : ℝ → ℝ
w : ℝ
⊢ ↑(G 0) - (![1, 0] ᵥ* (of fun i j => ↑(G (![w, 0] j - ![w, 0] i)) * vecCons (![1, 1] j) (fun i => ![1, -1] j) i)ᴴ) 0 +
        (![1, 0] ᵥ* (of fun i j => ↑(G (![w, 0] j - ![w, 0] i)) * vecCons (![1, 1] j) (fun i => ![1, -1] j) i)ᴴ) 1 -
      (![1, 1] ᵥ*
          ((of fun i j => ↑(G (![w, 0] j - ![w, 0] i)) * vecCons (![1, 1] j) (fun i => ![1, -1] j) i) * !![1, 0; 0, 0] -
            of
              ![![1, 0] ᵥ* (of fun i j => ↑(G (![w, 0] j - ![w, 0] i)) * vecCons (![1, 1] j) (fun i => ![1, -1] j) i)ᴴ,
                ![0, 0] ᵥ*
                  (of fun i j => ↑(G (![w, 0] j - ![w, 0] i)) * vecCons (![1, 1] j) (fun i => ![1, -1] j) i)ᴴ]))
        1 =
    ↑(G w) * 2
```

Fix (accepted with no message):

```diff
@@ -26,5 +26,13 @@
 theorem qubit_population_to_coherence (G : ℝ → ℝ) (w : ℝ) :
     dissipator G ![w, 0] !![1, 1; 1, -1] !![1, 0; 0, 0] 0 1 = 2 * (G w : ℂ) := by
-  simp [dissipator, inner, dressed, Matrix.mul_apply, Fin.sum_univ_two] <;> ring
+  have hL : dressed G ![w, 0] !![1, 1; 1, -1] =
+      !![(G 0 : ℂ), (G (-w) : ℂ); (G w : ℂ), -(G 0 : ℂ)] := by
+    ext i j
+    fin_cases i <;> fin_cases j <;> simp [dressed]
+  -- expand all products entry by entry
+  simp only [dissipator, inner, hL, Matrix.neg_apply, Matrix.sub_apply, Matrix.mul_apply,
+    Matrix.conjTranspose_apply, Fin.sum_univ_two]
+  simp
+  ring
 
 end
```

What went wrong. The error reports an unsolved goal; the "Try this" message says that `ring` could not close it and suggests `ring_nf`. The goal still contains row-vector products `ᵥ*` and the weighted coupling matrix as an unevaluated `of fun i j => …`. The full `simp` had rewritten products with explicit matrices into `ᵥ*` form, where `Matrix.mul_apply`, which needs a product taken at a particular entry, no longer applies. `ring` cannot compute the matrix entries hidden inside these expressions.

The repair first proves `hL`, which writes the weighted coupling as an explicit 2×2 matrix, checked entry by entry. Then `simp only` expands the products into sums of entries, using a restricted list of lemmas that does not include the rewriting to `ᵥ*`. The following plain `simp` has only individual entries to evaluate, including conjugates of real numbers, and `ring` finishes the scalar identity. Putting `ring` on its own line instead of after `<;>` is mere tidying, as is the added comment.
